# Fixed loop products of Majorana edge operators, and even total parity from edge qubits on a finite graph

Suppose a fermionic lattice Hamiltonian is to be simulated with one qubit per edge of its interaction graph. Before the run, the qubit states are restricted to those on which products of edge operators around loops take their fermionic values, and the electron number is checked to be even on each connected component of the graph. The problems below derive the algebra behind both steps for a finite graph, with one Majorana operator per vertex for the loops and commuting involutions on the edges for the parity. The qubit form of the edge operators is not constructed, and the two halves are treated separately.

## Majoranas, edges and walks

Let \(g_j\) be elements of a complex algebra, labelled by vertices \(j\), with
\[ g_j^2=1,\qquad g_jg_k=-g_kg_j\quad(j\neq k). \]
These are the relations obeyed by \(g_j=a_j+a_j^\dagger\) for fermionic modes \(a_j\). In Lean the algebra is `A`, of any dimension, and the relations are the two fields of `IsMajorana g`. No adjoint is assumed, so Hermiticity plays no part.

```lean
import Mathlib

open Matrix
open scoped Kronecker

namespace MajoranaEdgeEncoding

noncomputable section

universe u v

section Majorana

variable {ι A : Type*} [Ring A] [Algebra ℂ A]

/-- A family of Majorana operators: each squares to one and distinct ones anticommute. -/
structure IsMajorana (g : ι → A) : Prop where
  sq : ∀ j, g j * g j = 1
  anti : ∀ j k, j ≠ k → g j * g k = -(g k * g j)
```

The edge operator is \(A_{jk}=-i\,g_jg_k\), written `edgeOp g j k`.

```lean
/-- The edge operator `A_jk = -i g_j g_k`. -/
def edgeOp (g : ι → A) (j k : ι) : A := (-Complex.I) • (g j * g k)
```

A walk \(p\) is a sequence of steps along edges of a simple graph, and \(|p|\) is its number of steps, `p.length`. It may retrace edges or have no steps at all. Let \(W_p\) be the product of its edge operators, first step leftmost, each edge taken in the direction of travel. The empty product is 1.

```lean
/-- The ordered product of the edge operators met along a walk. -/
def walkOp (g : ι → A) {G : SimpleGraph ι} {a b : ι} (p : G.Walk a b) : A :=
  (p.darts.map fun d => edgeOp g d.fst d.snd).prod
```

## (a) Reversing an edge

Show that for \(j\neq k\)
\[ A_{kj}=-A_{jk}. \]

**Solution.** Anticommuting the two Majoranas gives \(A_{kj}=-i\,g_kg_j=i\,g_jg_k=-A_{jk}\). The Lean proof makes the same exchange with `hg.anti`.

```lean
/-- Reversing the direction of an edge changes the sign of its operator. -/
theorem edgeOp_swap {g : ι → A} (hg : IsMajorana g) {j k : ι} (h : j ≠ k) :
    edgeOp g k j = -edgeOp g j k := by
  rw [edgeOp, edgeOp, hg.anti k j h.symm, smul_neg]
```

## (b) Two edges with one common vertex

Show that for distinct \(j,k,l\)
\[ A_{jk}A_{kl}=-A_{kl}A_{jk}. \]

**Solution.** Both products carry the factor \((-i)^2=-1\). In the first, the shared Majorana meets itself at once:
\[ g_jg_k\,g_kg_l=g_jg_l. \]
In the second it has to pass two others:
\[ g_kg_l\,g_jg_k=-g_lg_kg_jg_k=g_lg_jg_kg_k=g_lg_j. \]
Hence \(A_{jk}A_{kl}=-g_jg_l\) and \(A_{kl}A_{jk}=-g_lg_j=g_jg_l\), which are opposite. The two displayed lines are `h1` and `h2`. The theorem takes the edges head to tail; by (a), other orientations only change the sign of both sides.

```lean
/-- For distinct `j`, `k`, `l`, the edge operators `A_jk` and `A_kl` anticommute. -/
theorem edgeOp_anticommute {g : ι → A} (hg : IsMajorana g) {j k l : ι}
    (hjk : j ≠ k) (hkl : k ≠ l) (hjl : j ≠ l) :
    edgeOp g j k * edgeOp g k l = -(edgeOp g k l * edgeOp g j k) := by
  have h1 : g j * g k * (g k * g l) = g j * g l := by
    rw [mul_assoc, ← mul_assoc (g k), hg.sq, one_mul]
  -- the shared Majorana passes two others and meets its partner
  have h2 : g k * g l * (g j * g k) = g l * g j := by
    calc g k * g l * (g j * g k) = -(g l * g k) * (g j * g k) := by
          rw [hg.anti k l hkl]
      _ = -(g l * (g k * g j) * g k) := by noncomm_ring
      _ = -(g l * (-(g j * g k)) * g k) := by rw [hg.anti k j hjk.symm]
      _ = g l * g j * (g k * g k) := by noncomm_ring
      _ = g l * g j := by rw [hg.sq, mul_one]
  simp only [edgeOp, smul_mul_smul_comm, h1, h2]
  rw [hg.anti j l hjl, smul_neg]
```

## (c) Two edges with no common vertex

Show that if neither \(a\) nor \(b\) equals \(c\) or \(d\), then
\[ A_{ab}A_{cd}=A_{cd}A_{ab}. \]

**Solution.** For \(x\) different from \(a\) and \(b\),
\[ g_ag_b\,g_x=-g_ag_xg_b=g_x\,g_ag_b. \]
So the pair \(g_ag_b\) commutes with \(g_c\) and with \(g_d\), hence with their product, and the scalars \(-i\) change nothing. In Lean, `pair` is the displayed line, and `mul_right` combines its two uses.

```lean
/-- The operators of two edges without a common vertex commute. -/
theorem edgeOp_commute {g : ι → A} (hg : IsMajorana g) {a b c d : ι}
    (hac : a ≠ c) (had : a ≠ d) (hbc : b ≠ c) (hbd : b ≠ d) :
    Commute (edgeOp g a b) (edgeOp g c d) := by
  -- a pair of Majoranas commutes with every other Majorana
  have pair : ∀ x, a ≠ x → b ≠ x → Commute (g a * g b) (g x) := by
    intro x ha hb
    calc g a * g b * g x = g a * (g b * g x) := mul_assoc _ _ _
      _ = -(g a * g x) * g b := by rw [hg.anti b x hb]; noncomm_ring
      _ = g x * (g a * g b) := by rw [hg.anti a x ha]; noncomm_ring
  exact (((pair c hac hbc).mul_right (pair d had hbd)).smul_left _).smul_right _
```

## (d) The product along an open walk

Show that for a walk \(p\) from \(a\) to \(b\)
\[ i^{|p|}\,W_p=g_ag_b. \]

**Solution.** Use induction on the walk. With no steps, \(a=b\) and both sides are 1. Now put a step from \(x\) to \(y\) in front of a walk \(p\) from \(y\) to \(z\). Since \(i\,A_{xy}=g_xg_y\),
\[ i^{|p|+1}A_{xy}W_p=(g_xg_y)\bigl(i^{|p|}W_p\bigr)=g_xg_y\,g_yg_z=g_xg_z. \]
The first equality is `hs`, the second is the induction hypothesis `ih`, and the last is \(g_y^2=1\).

```lean
/-- Along a walk `p` of `n` steps, `i^n` times the ordered product of edge operators is the product
of the Majoranas at its two ends. -/
theorem walkOp_eq_ends {g : ι → A} (hg : IsMajorana g) {G : SimpleGraph ι} {a b : ι}
    (p : G.Walk a b) : Complex.I ^ p.length • walkOp g p = g a * g b := by
  induction p with
  | nil => simp [walkOp, hg.sq]
  | @cons x y z h p ih =>
    have hw : walkOp g (SimpleGraph.Walk.cons h p) = edgeOp g x y * walkOp g p := by
      simp [walkOp]
    have hs : Complex.I ^ (p.length + 1) • (edgeOp g x y * walkOp g p)
        = (g x * g y) * (Complex.I ^ p.length • walkOp g p) := by
      rw [edgeOp, smul_mul_assoc, mul_smul_comm, smul_smul, pow_succ]
      congr 1
      linear_combination (-(Complex.I ^ p.length)) * Complex.I_sq
    -- the Majorana at the intermediate vertex squares to one
    rw [hw, SimpleGraph.Walk.length_cons, hs, ih, mul_assoc, ← mul_assoc (g y),
      hg.sq, one_mul]
```

## (e) The product around a loop

Show that for a closed walk \(p\)
\[ i^{|p|}\,W_p=1. \]

**Solution.** Set \(b=a\) in (d) and use \(g_a^2=1\). For Majoranas this is an identity. Qubit operators chosen only to satisfy (a)–(c) need not obey it; where they fail to, the encoding imposes it as a constraint on states.

```lean
/-- Around any closed walk `p` of `n` steps, `i^n` times the ordered product of edge operators is
one. -/
theorem loop_eq_one {g : ι → A} (hg : IsMajorana g) {G : SimpleGraph ι} {a : ι}
    (p : G.Walk a a) : Complex.I ^ p.length • walkOp g p = 1 := by
  rw [walkOp_eq_ends hg, hg.sq]

end Majorana
```

## Pauli matrices

The next problem uses the usual \(X\), \(Y\) and \(Z\).

```lean
/-- The Pauli matrix X. -/
def pX : Matrix (Fin 2) (Fin 2) ℂ := !![0, 1; 1, 0]

/-- The Pauli matrix Y. -/
def pY : Matrix (Fin 2) (Fin 2) ℂ := !![0, -Complex.I; Complex.I, 0]

/-- The Pauli matrix Z. -/
def pZ : Matrix (Fin 2) (Fin 2) ℂ := !![1, 0; 0, -1]
```

## (f) Four Majoranas on two qubits

Show that the following operators satisfy the Majorana relations:
\[ g_0=X\otimes1,\quad g_1=Y\otimes1,\quad g_2=Z\otimes X,\quad g_3=Z\otimes Y. \]

**Solution.** Use \((P\otimes Q)(P'\otimes Q')=PP'\otimes QQ'\). Each square is \(1\otimes1\). The pair \(g_0,g_1\) anticommutes because \(XY=-YX\), and \(g_2,g_3\) anticommute for the same reason on the second qubit. In a mixed pair, \(Z\) anticommutes with \(X\) or \(Y\) on the first qubit, while one factor on the second qubit is the identity.

These operators allow a numerical check of (e) on the triangle \(0\to1\to2\to0\):
\[ A_{01}=Z\otimes1,\qquad A_{12}=X\otimes X,\qquad A_{20}=Y\otimes X. \]
Their product is \(ZXY\otimes X^2=i\,(1\otimes1)\), and \(i^3\cdot i=1\).

Lean first proves the single-qubit products, then runs through all index pairs with `fin_cases`.

```lean
/-- The two-qubit operators X⊗1, Y⊗1, Z⊗X, Z⊗Y are four Majorana operators. -/
theorem isMajorana_witness :
    IsMajorana ![pX ⊗ₖ (1 : Matrix (Fin 2) (Fin 2) ℂ), pY ⊗ₖ 1, pZ ⊗ₖ pX, pZ ⊗ₖ pY] := by
  have xx : pX * pX = 1 := by
    ext i j; fin_cases i <;> fin_cases j <;> simp [pX]
  have yy : pY * pY = 1 := by
    ext i j; fin_cases i <;> fin_cases j <;> simp [pY]
  have zz : pZ * pZ = 1 := by
    ext i j; fin_cases i <;> fin_cases j <;> simp [pZ]
  have yx : pY * pX = -(pX * pY) := by
    ext i j; fin_cases i <;> fin_cases j <;> simp [pX, pY]
  have zx : pZ * pX = -(pX * pZ) := by
    ext i j; fin_cases i <;> fin_cases j <;> simp [pX, pZ]
  have zy : pZ * pY = -(pY * pZ) := by
    ext i j; fin_cases i <;> fin_cases j <;> simp [pY, pZ]
  have nl : ∀ P Q : Matrix (Fin 2) (Fin 2) ℂ, (-P) ⊗ₖ Q = -(P ⊗ₖ Q) := by
    intro P Q; ext i j; simp [Matrix.kroneckerMap_apply]
  have nr : ∀ P Q : Matrix (Fin 2) (Fin 2) ℂ, P ⊗ₖ (-Q) = -(P ⊗ₖ Q) := by
    intro P Q; ext i j; simp [Matrix.kroneckerMap_apply]
  constructor
  · intro j
    fin_cases j <;> simp [← Matrix.mul_kronecker_mul, xx, yy, zz]
  · intro j k
    fin_cases j <;> fin_cases k <;>
      simp [← Matrix.mul_kronecker_mul, xx, yy, zz, yx, zx, zy, nl, nr]
```

## Vertex parities and the boundary of a region

Now let each edge \(e\) of a simple graph with finitely many edges carry an operator \(Z_e\), all of them commuting. The vertex parity is
\[ B_w=\prod_{e\ni w}Z_e, \]
with \(B_w=1\) at an isolated vertex. In the edge-qubit encoding meant here, \(B_w\) represents \((-1)^{n_w}\), where \(n_w\) is the occupation of the mode at \(w\); this reading is an input from physics.

In Lean the \(Z_e\) live in a monoid `M`, so only multiplication is needed. The hypothesis `hc` says that they commute, and `noncommProd` is a product over a finite set whose factors are known to commute.

```lean
section Parity

variable {V : Type v} [DecidableEq V] {G : SimpleGraph V} [Fintype G.edgeSet]
  {M : Type u} [Monoid M]

/-- The vertex parity: the product of the commuting operators `Z_e` over the edges at `w`. -/
def vertexParity (Z : G.edgeSet → M) (hc : ∀ e f, Commute (Z e) (Z f)) (w : V) : M :=
  (Finset.univ.filter fun e : G.edgeSet => w ∈ (e : Sym2 V)).noncommProd Z
    (fun _ _ _ _ _ => hc _ _)
```

For a finite vertex set \(S\), let \(\partial S\) be the set of edges with one end in \(S\) and one end outside.

```lean
open Classical in
/-- The edges with one end inside the region `S` and one end outside. -/
def boundary (G : SimpleGraph V) [Fintype G.edgeSet] (S : Finset V) : Finset G.edgeSet :=
  Finset.univ.filter fun e => (∃ w ∈ (e : Sym2 V), w ∈ S) ∧ ∃ w ∈ (e : Sym2 V), w ∉ S
```

## (g) Vertex parities commute

Show that for all vertices \(a,b\)
\[ B_aB_b=B_bB_a. \]

**Solution.** Every factor of \(B_a\) commutes with every factor of \(B_b\), so the products commute. The lemma `Finset.noncommProd_commute` is used once for each product.

```lean
/-- Vertex parities commute with each other. -/
theorem vertexParity_commute (Z : G.edgeSet → M) (hc : ∀ e f, Commute (Z e) (Z f))
    (a b : V) : Commute (vertexParity Z hc a) (vertexParity Z hc b) :=
  Finset.noncommProd_commute _ _ _ _ fun f _ =>
    (Finset.noncommProd_commute _ _ _ _ fun e _ => hc f e).symm
```

## (h) The parity of a region

Assume also \(Z_e^2=1\), as for a two-valued observable with outcomes \(\pm1\). Show that
\[ \prod_{w\in S}B_w=\prod_{e\in\partial S}Z_e. \]

**Solution.** Let \(m_e\) be the number of ends of \(e\) in \(S\). Exchanging the products gives
\[ \prod_{w\in S}\prod_{e\ni w}Z_e=\prod_e Z_e^{m_e}. \]
An edge of a simple graph has two different ends, so \(m_e\) is 0, 1 or 2. The values 0 and 2 contribute 1, and the value 1 contributes \(Z_e\) for exactly the edges of \(\partial S\).

Since `M` itself may be noncommutative, Lean works in the commutative monoid `C` generated by the \(Z_e\), and `key` carries products between `C` and `M`. There `Finset.prod_comm` exchanges the products, `split` separates the two ends of an edge, and the final case distinction asks which ends lie in \(S\).

```lean
/-- If the commuting operators `Z_e` all square to one, the product of the vertex parities in a
region is the product of `Z_e` over the edges that cross its boundary. -/
theorem region_parity (Z : G.edgeSet → M) (hc : ∀ e f, Commute (Z e) (Z f))
    (hZ : ∀ e, Z e * Z e = 1) (S : Finset V) :
    S.noncommProd (vertexParity Z hc) (fun _ _ _ _ _ => vertexParity_commute Z hc _ _)
      = (boundary G S).noncommProd Z (fun _ _ _ _ _ => hc _ _) := by
  -- the commuting operators Z_e generate a commutative monoid C inside M
  obtain ⟨C, _, φ, hφ, z, hz⟩ : ∃ (C : Type u) (_ : CommMonoid C) (φ : C →* M),
      Function.Injective φ ∧ ∃ z : G.edgeSet → C, ∀ e, φ (z e) = Z e :=
    ⟨↥(Submonoid.closure (Set.range Z)),
      { (inferInstance : Monoid ↥(Submonoid.closure (Set.range Z))) with
        mul_comm := (Submonoid.isMulCommutative_closure M (s := Set.range Z) (by
          rintro _ ⟨e, rfl⟩ _ ⟨f, rfl⟩
          exact hc e f)).is_comm.comm },
      { toFun := Subtype.val, map_one' := rfl, map_mul' := fun _ _ => rfl },
      Subtype.val_injective,
      fun e => ⟨Z e, Submonoid.subset_closure ⟨e, rfl⟩⟩, fun _ => rfl⟩
  have key : ∀ {α : Type v} (s : Finset α) (f : α → M) (y : α → C)
      (h : (s : Set α).Pairwise (Function.onFun Commute f)),
      (∀ a, φ (y a) = f a) → s.noncommProd f h = φ (∏ a ∈ s, y a) := by
    intro α s f y h hy
    obtain rfl : (fun a => φ (y a)) = f := funext hy
    have e1 := Finset.map_noncommProd s y (fun _ _ _ _ _ => Commute.all _ _) φ
    have e2 := Finset.noncommProd_eq_prod s y
    exact e1.symm.trans (congrArg φ e2)
  have hB : ∀ w, φ (∏ e ∈ Finset.univ.filter (fun e : G.edgeSet => w ∈ (e : Sym2 V)), z e)
      = vertexParity Z hc w := fun w => (key _ _ _ _ hz).symm
  refine (key S (vertexParity Z hc) _
    (fun _ _ _ _ _ => vertexParity_commute Z hc _ _) hB).trans
    (Eq.trans ?_ (key (boundary G S) Z z (fun _ _ _ _ _ => hc _ _) hz).symm)
  refine congrArg φ ?_
  -- exchange the products and count the ends of each edge inside S
  simp only [boundary, Finset.prod_filter]
  rw [Finset.prod_comm]
  refine Finset.prod_congr rfl fun e _ => ?_
  have hzz : z e * z e = 1 := hφ (by rw [map_mul, hz, map_one, hZ])
  obtain ⟨e, he⟩ := e
  induction e using Sym2.ind with
  | _ a b =>
    have hadj : G.Adj a b := he
    have hab : a ≠ b := hadj.ne
    have split : ∀ (c : C) (w : V), (if w ∈ s(a, b) then c else 1)
        = (if w = a then c else 1) * (if w = b then c else 1) := by
      intro c w
      by_cases h : w = a
      · subst h; simp [hab]
      · simp [h]
    refine (Finset.prod_congr rfl fun w _ => split _ w).trans ?_
    rw [Finset.prod_mul_distrib, Finset.prod_ite_eq', Finset.prod_ite_eq']
    by_cases ha : a ∈ S <;> by_cases hb : b ∈ S <;> simp [ha, hb, hzz]
```

## (i) The parity of the whole graph

Let the vertex set \(V\) be finite as well. Show that
\[ \prod_{w\in V}B_w=1. \]

**Solution.** Take \(S=V\) in (h). No edge has an end outside \(V\), so \(\partial V\) is empty. With \(B_w\) read as \((-1)^{n_w}\), only even total occupation is represented. On a disconnected graph the restriction is stronger: the boundary of each connected component is empty too, so by (h) every component has even occupation. If the edges join only modes of equal spin, for example, the spin-up and spin-down numbers must both be even.

The condition \(Z_e^2=1\) matters. On a single edge with the number \(Z_e=2\), both vertex parities are 2 and their product is 4.

```lean
/-- On a finite graph, if the commuting operators `Z_e` all square to one, the product of all vertex
parities is one. -/
theorem total_parity [Fintype V] (Z : G.edgeSet → M) (hc : ∀ e f, Commute (Z e) (Z f))
    (hZ : ∀ e, Z e * Z e = 1) :
    (Finset.univ : Finset V).noncommProd (vertexParity Z hc)
      (fun _ _ _ _ _ => vertexParity_commute Z hc _ _) = 1 := by
  rw [region_parity Z hc hZ]
  have h : boundary G Finset.univ = ∅ := by simp [boundary]
  simp [h]

end Parity
```

## Pauli Z on a register

For a finite set \(E\) of qubits, a basis state is a bit string \(s\), in Lean a function `E → Bool`. The operator `qubitZ e` multiplies it by \((-1)^{s_e}\).

```lean
/-- The Pauli Z operator of qubit `e` in a register with one qubit for each element of `E`. -/
def qubitZ {E : Type*} [Fintype E] [DecidableEq E] (e : E) :
    Matrix (E → Bool) (E → Bool) ℂ :=
  Matrix.of fun s t => if s = t then (if s e then -1 else 1) else 0
```

## (j) Register operators meet the parity conditions

Show that for all \(e,f\in E\)
\[ Z_eZ_f=Z_fZ_e,\qquad Z_e^2=1. \]

**Solution.** All these matrices are diagonal in the bit-string basis, so they commute, and their entries \(\pm1\) square to 1. In Lean, `hd` rewrites each operator as a diagonal matrix, and the rest is checked entry by entry. Taking \(E\) to be the edge set supplies the operators that (g)–(i) require.

```lean
/-- The Pauli Z operators of a finite qubit register commute and square to one. -/
theorem qubitZ_witness {E : Type*} [Fintype E] [DecidableEq E] :
    (∀ e f : E, Commute (qubitZ e) (qubitZ f)) ∧ ∀ e : E, qubitZ e * qubitZ e = 1 := by
  have hd : ∀ e : E, qubitZ e
      = Matrix.diagonal (fun s : E → Bool => if s e then (-1 : ℂ) else 1) := by
    intro e
    ext s t
    simp [qubitZ, Matrix.diagonal_apply]
  constructor
  · intro e f
    change qubitZ e * qubitZ f = qubitZ f * qubitZ e
    rw [hd, hd, Matrix.diagonal_mul_diagonal, Matrix.diagonal_mul_diagonal]
    congr 1
    funext s
    exact mul_comm _ _
  · intro e
    rw [hd, Matrix.diagonal_mul_diagonal, ← Matrix.diagonal_one]
    congr 1
    funext s
    split_ifs <;> norm_num

end

end MajoranaEdgeEncoding
```

```lean
#print axioms MajoranaEdgeEncoding.edgeOp_anticommute
#print axioms MajoranaEdgeEncoding.edgeOp_commute
#print axioms MajoranaEdgeEncoding.loop_eq_one
#print axioms MajoranaEdgeEncoding.total_parity
```

```
'MajoranaEdgeEncoding.edgeOp_anticommute' depends on axioms: [propext, Classical.choice, Quot.sound]
'MajoranaEdgeEncoding.edgeOp_commute' depends on axioms: [propext, Classical.choice, Quot.sound]
'MajoranaEdgeEncoding.loop_eq_one' depends on axioms: [propext, Classical.choice, Quot.sound]
'MajoranaEdgeEncoding.total_parity' depends on axioms: [propext, Classical.choice, Quot.sound]
```
